# A symmetric C¹ stress field on the whole plane is divergence-free exactly when it has a C³ Airy function

A two-dimensional body in static equilibrium without body forces has a stress field of zero divergence, and the stress is here taken to be symmetric, and defined and continuously differentiable on all of $\mathbb R^2$. On this domain the two equilibrium equations can be integrated to one scalar function, the Airy function: each normal stress is its second derivative along the other axis, and the shear stress is minus its mixed derivative. No elastic law enters, so this function need not satisfy the biharmonic equation that textbooks often attach to the name.

```lean
import Mathlib

open MeasureTheory

namespace AiryStress
```

## Stress, divergence and the Airy form

For a scalar field $f$, a point $p=(x,y)$ and a vector $v$, write $D_vf(p)$ for the derivative of $f$ at $p$ applied to $v$.

```lean
/-- The derivative of a scalar field `f` on the plane along the vector `v`. -/
noncomputable def D (v : ℝ × ℝ) (f : ℝ × ℝ → ℝ) (p : ℝ × ℝ) : ℝ := fderiv ℝ f p v
```

Then $\partial_1=D_{(1,0)}$ and $\partial_2=D_{(0,1)}$ are the derivatives along $x$ and $y$. A stress field $\sigma$ assigns a real $2\times2$ matrix to each point. Its indices follow Lean and run over $0,1$, so $\sigma_{00}$, $\sigma_{01}$, $\sigma_{11}$ are the usual $\sigma_{xx}$, $\sigma_{xy}$, $\sigma_{yy}$.

```lean
local notation "∂₁" => D (1, 0)
local notation "∂₂" => D (0, 1)

/-- A plane stress field: a real 2×2 matrix at each point of the plane. -/
abbrev StressField := ℝ × ℝ → Matrix (Fin 2) (Fin 2) ℝ
```

The divergence is taken along rows: component $i$ is $\partial_1\sigma_{i0}+\partial_2\sigma_{i1}$.

```lean
/-- Component `i` of the divergence of a stress field. -/
noncomputable def divergence (σ : StressField) (i : Fin 2) (p : ℝ × ℝ) : ℝ :=
  ∂₁ (fun q => σ q i 0) p + ∂₂ (fun q => σ q i 1) p
```

The Airy stress of $f$ is

$$\sigma_{00}=\partial_2\partial_2f,\qquad \sigma_{11}=\partial_1\partial_1f,\qquad \sigma_{01}=\sigma_{10}=-\partial_1\partial_2f .$$

```lean
/-- The stress field built from the second derivatives of an Airy function `f`. -/
noncomputable def airyStress (f : ℝ × ℝ → ℝ) : StressField := fun p =>
  !![∂₂ (∂₂ f) p, -∂₁ (∂₂ f) p; -∂₁ (∂₂ f) p, ∂₁ (∂₁ f) p]
```

## Rules for derivatives

Each derivative costs at most one order of smoothness: if $f$ is $C^n$ and $m+1\le n$, then $D_vf$ is $C^m$.

```lean
/-- If `f` is of class `C^n` and `m + 1 ≤ n`, then each directional derivative of `f` is of class
`C^m`. -/
theorem contDiff_D {m n : WithTop ℕ∞} {f : ℝ × ℝ → ℝ} (hf : ContDiff ℝ n f)
    (h : m + 1 ≤ n) (v : ℝ × ℝ) : ContDiff ℝ m (D v f) :=
  (hf.fderiv_right h).clm_apply contDiff_const
```

For $f\in C^2$, $D_vD_wf(p)=D^2f(p)(v,w)$, which is symmetric in $v$ and $w$. In the proof, `key` makes this identification and Mathlib supplies the symmetry.

```lean
/-- Directional derivatives of a twice continuously differentiable field commute. -/
theorem D_comm {f : ℝ × ℝ → ℝ} (hf : ContDiff ℝ 2 f) (v w : ℝ × ℝ) :
    D v (D w f) = D w (D v f) := by
  funext p
  have hd : Differentiable ℝ (fderiv ℝ f) :=
    (hf.fderiv_right (m := 1) one_add_one_eq_two.le).differentiable (by simp)
  have key : ∀ u z, D u (D z f) p = fderiv ℝ (fderiv ℝ f) p u z := by
    intro u z
    have h := (hd p).hasFDerivAt.clm_apply (hasFDerivAt_const z p)
    have e : D u (D z f) p = _ := DFunLike.congr_fun h.fderiv u
    simpa using e
  rw [key, key]
  exact second_derivative_symmetric
    (fun y => (hf.differentiable (by norm_num) y).hasFDerivAt) (hd p).hasFDerivAt v w
```

Differentiation also respects signs, $D_v(-g)=-D_vg$.

```lean
theorem D_neg (v : ℝ × ℝ) (g : ℝ × ℝ → ℝ) (p : ℝ × ℝ) :
    D v (fun q => -g q) p = -D v g p := by
  simp [D]
```

Adding an affine function shifts a first derivative by a constant:
$$D_v(g+a+bx+cy)=D_vg+bv_1+cv_2 .$$

```lean
/-- Adding an affine function to a differentiable field shifts each directional derivative
by a constant. -/
theorem D_add_affine {g : ℝ × ℝ → ℝ} (hg : Differentiable ℝ g) (a b c : ℝ) (v p : ℝ × ℝ) :
    D v (fun q => g q + (a + b * q.1 + c * q.2)) p = D v g p + (b * v.1 + c * v.2) := by
  let L : ℝ × ℝ →L[ℝ] ℝ :=
    b • ContinuousLinearMap.fst ℝ ℝ ℝ + c • ContinuousLinearMap.snd ℝ ℝ ℝ
  have e : (fun q : ℝ × ℝ => g q + (a + b * q.1 + c * q.2)) = fun q => g q + (a + L q) := by
    funext q
    change _ = g q + (a + (b * q.1 + c * q.2))
    ring
  rw [e]
  exact DFunLike.congr_fun
    ((hg p).hasFDerivAt.add ((L.hasFDerivAt (x := p)).const_add a)).fderiv v
```

Since $Du(p)\,v=v_1\partial_1u(p)+v_2\partial_2u(p)$, two differentiable functions with equal partial derivatives have a difference with zero derivative. That difference is constant, equal to its value at the origin.

```lean
/-- Two differentiable fields with the same gradient differ by a constant. -/
theorem eq_add_const {f g : ℝ × ℝ → ℝ} (hf : Differentiable ℝ f) (hg : Differentiable ℝ g)
    (h1 : ∂₁ f = ∂₁ g) (h2 : ∂₂ f = ∂₂ g) : ∃ c, ∀ p, f p = g p + c := by
  have split : ∀ (u : ℝ × ℝ → ℝ) (p v : ℝ × ℝ),
      fderiv ℝ u p v = v.1 * ∂₁ u p + v.2 * ∂₂ u p := by
    intro u p v
    have e : v.1 • ((1 : ℝ), (0 : ℝ)) + v.2 • ((0 : ℝ), (1 : ℝ)) = v := by ext <;> simp
    calc fderiv ℝ u p v
        = fderiv ℝ u p (v.1 • ((1 : ℝ), (0 : ℝ)) + v.2 • ((0 : ℝ), (1 : ℝ))) := by rw [e]
      _ = _ := by rw [map_add, map_smul, map_smul]; rfl
  refine ⟨f 0 - g 0, fun p => ?_⟩
  have k : f p - g p = f 0 - g 0 :=
    is_const_of_fderiv_eq_zero (𝕜 := ℝ) (hf.sub hg) (fun q =>
      ((hf q).hasFDerivAt.sub (hg q).hasFDerivAt).fderiv.trans
        (sub_eq_zero.2 (ContinuousLinearMap.ext fun v => by
          rw [split, split, h1, h2]))) p 0
  linarith
```

## From a curl-free pair to a potential

Let $P,Q$ be $C^1$ with $\partial_2P=\partial_1Q$. On a rectangle,

$$\int_a^b\!\big(P(t,d)-P(t,c)\big)dt=\int_a^b\!\!\int_c^d\partial_1Q(s,t)\,dt\,ds=\int_c^d\!\!\int_a^b\partial_1Q(s,t)\,ds\,dt=\int_c^d\!\big(Q(b,t)-Q(a,t)\big)dt .$$

The outer equalities are the fundamental theorem of calculus (`F1`, `F2`), the first together with the curl condition. The middle one is Fubini's theorem (`sw`).

```lean
/-- For a continuously differentiable curl-free pair `(P, Q)`, the differences of the line
integrals over opposite sides of a rectangle agree. -/
theorem rectangle_circulation {P Q : ℝ × ℝ → ℝ} (hP : ContDiff ℝ 1 P) (hQ : ContDiff ℝ 1 Q)
    (h : ∀ p, ∂₂ P p = ∂₁ Q p) (a b c d : ℝ) :
    ∫ t in a..b, (P (t, d) - P (t, c)) = ∫ t in c..d, (Q (b, t) - Q (a, t)) := by
  have cP : Continuous (∂₂ P) := (contDiff_D (m := 0) hP (by simp) _).continuous
  have cQ : Continuous (∂₁ Q) := (contDiff_D (m := 0) hQ (by simp) _).continuous
  -- the fundamental theorem of calculus along vertical and horizontal segments
  have F1 : ∀ s, ∫ t in c..d, ∂₂ P (s, t) = P (s, d) - P (s, c) := by
    intro s
    refine intervalIntegral.integral_eq_sub_of_hasDerivAt (f := fun t => P (s, t))
      (fun t _ => ?_) ((cP.comp (Continuous.prodMk_right s)).intervalIntegrable _ _)
    have e : HasDerivAt (fun t : ℝ => (s, t)) ((0 : ℝ), (1 : ℝ)) t :=
      (hasDerivAt_const t s).prodMk (hasDerivAt_id t)
    exact (hP.differentiable (by simp) (s, t)).hasFDerivAt.comp_hasDerivAt t e
  have F2 : ∀ t, ∫ s in a..b, ∂₁ Q (s, t) = Q (b, t) - Q (a, t) := by
    intro t
    refine intervalIntegral.integral_eq_sub_of_hasDerivAt (f := fun s => Q (s, t))
      (fun s _ => ?_) ((cQ.comp (Continuous.prodMk_left t)).intervalIntegrable _ _)
    have e : HasDerivAt (fun s : ℝ => (s, t)) ((1 : ℝ), (0 : ℝ)) s :=
      (hasDerivAt_id s).prodMk (hasDerivAt_const s t)
    exact (hQ.differentiable (by simp) (s, t)).hasFDerivAt.comp_hasDerivAt s e
  -- exchange of the order of integration
  have hint : Integrable (Function.uncurry fun s t => ∂₁ Q (s, t))
      ((volume.restrict (Set.uIoc a b)).prod (volume.restrict (Set.uIoc c d))) := by
    rw [Measure.prod_restrict]
    have hc : IntegrableOn (∂₁ Q) (Set.uIcc a b ×ˢ Set.uIcc c d) volume :=
      cQ.continuousOn.integrableOn_compact (isCompact_uIcc.prod isCompact_uIcc)
    exact hc.mono_set (Set.prod_mono Set.uIoc_subset_uIcc Set.uIoc_subset_uIcc)
  have sw : ∫ s in Set.uIoc a b, ∫ t in Set.uIoc c d, ∂₁ Q (s, t)
      = ∫ t in Set.uIoc c d, ∫ s in Set.uIoc a b, ∂₁ Q (s, t) := integral_integral_swap hint
  calc ∫ t in a..b, (P (t, d) - P (t, c))
      = ∫ s in a..b, ∫ t in c..d, ∂₁ Q (s, t) := by simp only [← h, F1]
    _ = ∫ t in c..d, ∫ s in a..b, ∂₁ Q (s, t) := by
        simp only [intervalIntegral.intervalIntegral_eq_integral_uIoc, smul_eq_mul,
          integral_const_mul]
        rw [sw]
        ring
    _ = _ := by simp only [F2]
```

Define the potential by integrating first along the $x$-axis and then vertically:

$$f(x,y)=\int_0^xP(t,0)\,dt+\int_0^yQ(x,t)\,dt .$$

For a displacement $k=(k_1,k_2)$, the rectangle identity moves the horizontal segment from height $0$ to height $y$, which gives `inc`:

$$f(p+k)-f(p)=\int_x^{x+k_1}P(t,y)\,dt+\int_y^{y+k_2}Q(x+k_1,t)\,dt .$$

For small $k$, continuity keeps both integrands within $\varepsilon/2$ of $P(p)$ and $Q(p)$. The increment therefore differs from $P(p)k_1+Q(p)k_2$ by at most $\tfrac\varepsilon2(|k_1|+|k_2|)\le\varepsilon\|k\|$, in the maximum norm. This is `main`: $f$ has gradient $(P,Q)$, so it is one order smoother than $P$ and $Q$.

```lean
/-- A curl-free pair `(P, Q)` of class `C^n` on the plane, with `n ≥ 1` and not the analytic
class, is the gradient of a function of class `C^(n+1)`. -/
theorem exists_potential {n : WithTop ℕ∞} (hn : 1 ≤ n) (hn' : n ≠ ⊤) {P Q : ℝ × ℝ → ℝ}
    (hP : ContDiff ℝ n P) (hQ : ContDiff ℝ n Q) (h : ∀ p, ∂₂ P p = ∂₁ Q p) :
    ∃ f, ContDiff ℝ (n + 1) f ∧ ∂₁ f = P ∧ ∂₂ f = Q := by
  have cP := hP.continuous
  have cQ := hQ.continuous
  have iP : ∀ y a b, IntervalIntegrable (fun t => P (t, y)) volume a b := fun y a b =>
    (cP.comp (Continuous.prodMk_left y)).intervalIntegrable a b
  have iQ : ∀ x a b, IntervalIntegrable (fun t => Q (x, t)) volume a b := fun x a b =>
    (cQ.comp (Continuous.prodMk_right x)).intervalIntegrable a b
  let f : ℝ × ℝ → ℝ := fun p =>
    (∫ t in (0 : ℝ)..p.1, P (t, 0)) + ∫ t in (0 : ℝ)..p.2, Q (p.1, t)
  -- increments of f are integrals along a path starting at p
  have inc : ∀ p k : ℝ × ℝ, f (p + k) - f p = (∫ t in p.1..p.1 + k.1, P (t, p.2))
      + ∫ t in p.2..p.2 + k.2, Q (p.1 + k.1, t) := by
    intro p k
    have g := rectangle_circulation (hP.of_le hn) (hQ.of_le hn) h p.1 (p.1 + k.1) 0 p.2
    rw [intervalIntegral.integral_sub (iP _ _ _) (iP _ _ _),
      intervalIntegral.integral_sub (iQ _ _ _) (iQ _ _ _)] at g
    have e1 := intervalIntegral.integral_add_adjacent_intervals
      (iP 0 0 p.1) (iP 0 p.1 (p.1 + k.1))
    have e2 := intervalIntegral.integral_add_adjacent_intervals
      (iQ (p.1 + k.1) 0 p.2) (iQ (p.1 + k.1) p.2 (p.2 + k.2))
    simp only [f, Prod.fst_add, Prod.snd_add]
    linarith
  have near : ∀ a k t : ℝ, t ∈ Set.uIoc a (a + k) → |t - a| ≤ |k| := by
    intro a k t ht
    have := neg_abs_le k
    have := le_abs_self k
    have := abs_nonneg k
    rcases Set.mem_uIoc.1 ht with h | h <;>
      exact abs_le.2 ⟨by linarith [h.1, h.2], by linarith [h.1, h.2]⟩
  -- continuity of P and Q turns the increment formula into a derivative
  have main : ∀ p, HasFDerivAt f (P p • ContinuousLinearMap.fst ℝ ℝ ℝ
      + Q p • ContinuousLinearMap.snd ℝ ℝ ℝ) p := by
    intro p
    rw [hasFDerivAt_iff_isLittleO_nhds_zero, Asymptotics.isLittleO_iff]
    intro ε hε
    obtain ⟨δ, hδ, hPδ⟩ := Metric.continuous_iff.1 cP p (ε / 2) (half_pos hε)
    obtain ⟨η, hη, hQη⟩ := Metric.continuous_iff.1 cQ p (ε / 2) (half_pos hε)
    filter_upwards [Metric.ball_mem_nhds (0 : ℝ × ℝ) (lt_min hδ hη)] with k hk
    rw [mem_ball_zero_iff, lt_min_iff] at hk
    have k1 : |k.1| ≤ ‖k‖ := norm_fst_le k
    have k2 : |k.2| ≤ ‖k‖ := norm_snd_le k
    have b1 : ‖∫ t in p.1..p.1 + k.1, (P (t, p.2) - P p)‖ ≤ ε / 2 * |k.1| := by
      have b : ∀ t ∈ Set.uIoc p.1 (p.1 + k.1), ‖P (t, p.2) - P p‖ ≤ ε / 2 := by
        intro t ht
        refine (hPδ (t, p.2) ?_).le
        rw [Prod.dist_eq]
        exact max_lt ((near _ _ _ ht).trans_lt (k1.trans_lt hk.1)) (by simpa using hδ)
      have := intervalIntegral.norm_integral_le_of_norm_le_const b
      rwa [add_sub_cancel_left] at this
    have b2 : ‖∫ t in p.2..p.2 + k.2, (Q (p.1 + k.1, t) - Q p)‖ ≤ ε / 2 * |k.2| := by
      have b : ∀ t ∈ Set.uIoc p.2 (p.2 + k.2), ‖Q (p.1 + k.1, t) - Q p‖ ≤ ε / 2 := by
        intro t ht
        refine (hQη (p.1 + k.1, t) ?_).le
        rw [Prod.dist_eq]
        exact max_lt (by simpa [Real.dist_eq] using k1.trans_lt hk.2)
          ((near _ _ _ ht).trans_lt (k2.trans_lt hk.2))
      have := intervalIntegral.norm_integral_le_of_norm_le_const b
      rwa [add_sub_cancel_left] at this
    have e : f (p + k) - f p - (P p * k.1 + Q p * k.2)
        = (∫ t in p.1..p.1 + k.1, (P (t, p.2) - P p))
          + ∫ t in p.2..p.2 + k.2, (Q (p.1 + k.1, t) - Q p) := by
      rw [inc, intervalIntegral.integral_sub (iP _ _ _) (continuous_const.intervalIntegrable _ _),
        intervalIntegral.integral_sub (iQ _ _ _) (continuous_const.intervalIntegrable _ _)]
      simp only [intervalIntegral.integral_const, smul_eq_mul, add_sub_cancel_left]
      ring
    change ‖f (p + k) - f p - (P p * k.1 + Q p * k.2)‖ ≤ ε * ‖k‖
    rw [e]
    calc _ ≤ _ + _ := norm_add_le _ _
      _ ≤ ε / 2 * |k.1| + ε / 2 * |k.2| := add_le_add b1 b2
      _ ≤ ε / 2 * ‖k‖ + ε / 2 * ‖k‖ := by gcongr
      _ = ε * ‖k‖ := by ring
  refine ⟨f, contDiff_succ_iff_fderiv.2
    ⟨fun p => (main p).differentiableAt, fun h => absurd h hn', ?_⟩, ?_, ?_⟩
  · rw [show fderiv ℝ f = fun p => P p • ContinuousLinearMap.fst ℝ ℝ ℝ
      + Q p • ContinuousLinearMap.snd ℝ ℝ ℝ from funext fun p => (main p).fderiv]
    exact (hP.smul contDiff_const).add (hQ.smul contDiff_const)
  · funext p
    simp [D, (main p).fderiv]
  · funext p
    simp [D, (main p).fderiv]
```

## Integrating the equilibrium equations

With $\sigma_{10}=\sigma_{01}$ (hypothesis `hs`), equilibrium reads

$$\partial_1\sigma_{00}+\partial_2\sigma_{01}=0,\qquad \partial_1\sigma_{01}+\partial_2\sigma_{11}=0 .$$

These are the curl conditions for two $C^2$ potentials with

$$\nabla\varphi=(-\sigma_{01},\sigma_{00}),\qquad \nabla\psi=(\sigma_{11},-\sigma_{01}).$$

Since $\partial_2\psi=\partial_1\varphi$, the pair $(\psi,\varphi)$ is itself the gradient of a $C^3$ function $f$. Differentiating once more gives $\partial_2\partial_2f=\sigma_{00}$, $\partial_1\partial_2f=-\sigma_{01}$ and $\partial_1\partial_1f=\sigma_{11}$.

Conversely, the divergence of an Airy stress has components $\partial_1\partial_2\partial_2f-\partial_2\partial_1\partial_2f$ and $-\partial_1\partial_1\partial_2f+\partial_2\partial_1\partial_1f$, which vanish because derivatives commute.

```lean
/-- Airy representation: a continuously differentiable symmetric stress field on the plane has
zero divergence if and only if it is the Airy stress of a three times continuously
differentiable function. -/
theorem divergence_free_iff_airy (σ : StressField)
    (hσ : ∀ i j, ContDiff ℝ 1 (fun p => σ p i j)) (hs : ∀ p, (σ p).IsSymm) :
    (∀ i p, divergence σ i p = 0) ↔ ∃ f, ContDiff ℝ 3 f ∧ σ = airyStress f := by
  constructor
  · intro h
    have sy : ∀ q, σ q 1 0 = σ q 0 1 := fun q => (hs q).apply 0 1
    have h0 : ∀ p, ∂₁ (fun q => σ q 0 0) p + ∂₂ (fun q => σ q 0 1) p = 0 := h 0
    have h1 : ∀ p, ∂₁ (fun q => σ q 1 0) p + ∂₂ (fun q => σ q 1 1) p = 0 := h 1
    simp only [sy] at h1
    -- each equilibrium equation yields a potential
    obtain ⟨φ, hφ, φx, φy⟩ := exists_potential le_rfl (by simp) (hσ 0 1).neg (hσ 0 0)
      (fun p => by rw [D_neg]; linarith [h0 p])
    obtain ⟨ψ, hψ, ψx, ψy⟩ := exists_potential le_rfl (by simp) (hσ 1 1) (hσ 0 1).neg
      (fun p => by rw [D_neg]; linarith [h1 p])
    rw [one_add_one_eq_two] at hφ hψ
    -- the two potentials are the gradient of the Airy function
    obtain ⟨f, hf, fx, fy⟩ := exists_potential one_le_two (by simp) hψ hφ
      (fun p => by rw [ψy, φx])
    rw [two_add_one_eq_three] at hf
    refine ⟨f, hf, ?_⟩
    funext p
    ext i j
    fin_cases i <;> fin_cases j <;> simp [airyStress, fx, fy, φx, φy, ψx, sy]
  · rintro ⟨f, hf, rfl⟩
    have hf2 : ContDiff ℝ 2 f := hf.of_le (by norm_num)
    have c : ∀ v, ContDiff ℝ 2 (D v f) := contDiff_D hf two_add_one_eq_three.le
    rw [Fin.forall_fin_two]
    constructor
    · intro p
      change ∂₁ (∂₂ (∂₂ f)) p + ∂₂ (fun q => -∂₁ (∂₂ f) q) p = 0
      rw [D_neg, D_comm (c (0, 1)) (1, 0) (0, 1)]
      ring
    · intro p
      change ∂₁ (fun q => -∂₁ (∂₂ f) q) p + ∂₂ (∂₁ (∂₁ f)) p = 0
      rw [D_neg, D_comm hf2 (1, 0) (0, 1), D_comm (c (1, 0)) (1, 0) (0, 1)]
      ring
```

Without symmetry the equivalence fails: the constant field with $\sigma_{01}=1$ and all other entries zero has no divergence, but every Airy stress is symmetric.

## The affine freedom

Suppose two $C^2$ functions $f,g$ have the same Airy stress. Their second derivatives agree, so $\partial_1f=\partial_1g+b$ and $\partial_2f=\partial_2g+c$ with constants $b,c$. Then $f$ and $g+bx+cy$ have the same gradient and differ by a constant $a$. The proof uses `eq_add_const` once for each constant. In the other direction, an affine term shifts first derivatives by constants and leaves second derivatives unchanged.

```lean
/-- Two twice continuously differentiable functions have the same Airy stress if and only if
they differ by an affine function. -/
theorem airyStress_eq_iff {f g : ℝ × ℝ → ℝ} (hf : ContDiff ℝ 2 f) (hg : ContDiff ℝ 2 g) :
    airyStress f = airyStress g ↔
      ∃ a b c : ℝ, ∀ p, f p = g p + (a + b * p.1 + c * p.2) := by
  have f' : Differentiable ℝ f := hf.differentiable (by norm_num)
  have g' : Differentiable ℝ g := hg.differentiable (by norm_num)
  have df : ∀ v, Differentiable ℝ (D v f) := fun v =>
    (contDiff_D (m := 1) hf one_add_one_eq_two.le v).differentiable (by simp)
  have dg : ∀ v, Differentiable ℝ (D v g) := fun v =>
    (contDiff_D (m := 1) hg one_add_one_eq_two.le v).differentiable (by simp)
  constructor
  · intro h
    have yy : ∂₂ (∂₂ f) = ∂₂ (∂₂ g) := funext fun p => by
      simpa [airyStress] using congrArg (fun τ : StressField => τ p 0 0) h
    have xy : ∂₁ (∂₂ f) = ∂₁ (∂₂ g) := funext fun p => by
      simpa [airyStress] using congrArg (fun τ : StressField => τ p 0 1) h
    have xx : ∂₁ (∂₁ f) = ∂₁ (∂₁ g) := funext fun p => by
      simpa [airyStress] using congrArg (fun τ : StressField => τ p 1 1) h
    -- the gradients differ by constants b and c
    obtain ⟨b, hb⟩ := eq_add_const (df (1, 0)) (dg (1, 0)) xx
      (by rw [D_comm hf (0, 1) (1, 0), D_comm hg (0, 1) (1, 0), xy])
    obtain ⟨c, hc⟩ := eq_add_const (df (0, 1)) (dg (0, 1)) xy yy
    obtain ⟨a, ha⟩ := eq_add_const (g := fun p => g p + (0 + b * p.1 + c * p.2)) f'
      (by fun_prop)
      (funext fun p => by rw [D_add_affine g', hb]; simp)
      (funext fun p => by rw [D_add_affine g', hc]; simp)
    exact ⟨a, b, c, fun p => by rw [ha]; ring⟩
  · rintro ⟨a, b, c, h⟩
    have e : f = fun p => g p + (a + b * p.1 + c * p.2) := funext h
    have key : ∀ v w, D v (D w f) = D v (D w g) := by
      intro v w
      have e1 : D w f = fun p => D w g p + ((b * w.1 + c * w.2) + 0 * p.1 + 0 * p.2) := by
        funext p
        rw [e, D_add_affine g']
        ring
      funext p
      rw [e1, D_add_affine (dg w)]
      ring
    funext p
    simp only [airyStress, key]

end AiryStress
```

```lean
#print axioms AiryStress.divergence_free_iff_airy
#print axioms AiryStress.airyStress_eq_iff
```

```
'AiryStress.divergence_free_iff_airy' depends on axioms: [propext, Classical.choice, Quot.sound]
'AiryStress.airyStress_eq_iff' depends on axioms: [propext, Classical.choice, Quot.sound]
```

## Uniform stress, and bodies with holes

The simplest case is a uniform symmetric stress, with Airy function $f=\tfrac12\sigma_{00}y^2+\tfrac12\sigma_{11}x^2-\sigma_{01}xy$ up to an affine term. At zero stress only the affine term remains.

In numerical elasticity, a trial stress derived from a $C^3$ Airy function satisfies the equilibrium equations without body forces identically; the equivalence here says that this loses no $C^1$, symmetric solution of those equations on the full plane. Passing to a real plate requires an argument for its own domain: around a hole whose rim carries a net force, $\varphi$ or $\psi$ is multivalued.
